# Onsager symmetry of thermal response for a finite real Hamiltonian at nonreal frequency

An oscillating magnetic field can induce an electric dipole in a molecule at thermal equilibrium, and an oscillating electric field can induce a magnetic moment. Are these two cross responses independent? Take a system with finitely many states and a real symmetric Hamiltonian, and two observables that are each even or odd under transposition. At the same complex frequency the two cross responses are then equal if the parities agree, and opposite if they differ.

Let the Hamiltonian be \(H-fBe^{-izt}\), with \(f\) small, \(\hbar=1\) and \(\rho\) the equilibrium state. To first order, \(\delta\rho\,e^{-izt}\) obeys \([H,\delta\rho]-z\,\delta\rho=f[B,\rho]\). If \([H,X]-zX=B\), then \(\delta\rho=f[X,\rho]\) solves this, because \([H,\rho]=0\). The change in \(\langle A\rangle\) per unit \(f\) is therefore \(\operatorname{Tr}\rho[A,X]\). For \(\operatorname{Im}z>0\) the drive vanishes in the distant past and this is the causal response. The theorems also cover \(\operatorname{Im}z<0\), where the same expression is not the causal response. The Lean file starts from this expression; the perturbation theory leading to it is done only by hand.

```lean
import Mathlib

open Matrix NormedSpace

namespace ThermalOnsager

noncomputable section

variable {n : Type*} [Fintype n] [DecidableEq n]
```

Here `n` is the finite set labelling basis states, not a single level. Levels are called \(i,j\) below.

```lean
/-- The Gibbs state `exp(-βH) / Tr exp(-βH)`, for `H` with nonzero partition function. -/
def gibbs (β : ℝ) (H : Matrix n n ℂ) : Matrix n n ℂ :=
  (trace (NormedSpace.exp (-(β : ℂ) • H)))⁻¹ • NormedSpace.exp (-(β : ℂ) • H)
```

This is \(\rho=e^{-\beta H}/\operatorname{Tr}e^{-\beta H}\), for any real \(\beta\).

```lean
/-- `c` is the thermal response of `A` to `B` at complex frequency `z`: the driven equation
`[H, X] - z X = B` has exactly one solution `X`, and `c = Tr ρ [A, X]` in the Gibbs state `ρ`. -/
def IsResponse (β : ℝ) (H A B : Matrix n n ℂ) (z c : ℂ) : Prop :=
  ∃ X, (∀ X', H * X' - X' * H - z • X' = B ↔ X' = X) ∧
    trace (gibbs β H * (A * X - X * A)) = c
```

`IsResponse β H A B z c` says that the driven equation has exactly one solution \(X\), and that \(c=\operatorname{Tr}\rho[A,X]\).

```lean
/-- The columns of the unitary `U` are eigenvectors of `H` with real energies `E`. -/
structure IsEigenbasis (H : Matrix n n ℂ) (E : n → ℝ) (U : Matrix n n ℂ) : Prop where
  unitary : Uᴴ * U = 1
  eigen : H * U = U * diagonal (fun k => (E k : ℂ))
```

The columns of `U` are orthonormal eigenvectors and `Uᴴ` is \(U^\dagger\). The energies are real and may repeat, so \(H\) is Hermitian.

```lean
/-- The Gibbs weight of level `k`, for a nonempty set of levels. -/
def weight (β : ℝ) (E : n → ℝ) (k : n) : ℝ :=
  Real.exp (-β * E k) / ∑ j, Real.exp (-β * E j)
```

This is the Boltzmann probability \(p_k\).

```lean
/-- The spectral sum `∑ (p_i - p_j) A_ij B_ji / (E_j - E_i - z)` with matrix elements in the
basis `U`, for `z` different from every `E_j - E_i`. -/
def chi (β : ℝ) (E : n → ℝ) (U A B : Matrix n n ℂ) (z : ℂ) : ℂ :=
  ∑ i, ∑ j, ((weight β E i : ℂ) - weight β E j) * (Uᴴ * A * U) i j * (Uᴴ * B * U) j i /
    ((E j : ℂ) - E i - z)
```

With \(a=U^\dagger AU\) and \(b=U^\dagger BU\), the spectral sum is
\[
\chi_{AB}(z)=\sum_{i,j}\frac{(p_i-p_j)\,a_{ij}b_{ji}}{E_j-E_i-z}.
\]

```lean
/-- The adjoint eigenvectors are left eigenvectors of `H` with the same energies. -/
theorem IsEigenbasis.left {H U : Matrix n n ℂ} {E : n → ℝ} (h : IsEigenbasis H E U) :
    Uᴴ * H = diagonal (fun k => (E k : ℂ)) * Uᴴ := by
  have hU : U * Uᴴ = 1 := mul_eq_one_comm.mp h.unitary
  calc Uᴴ * H = Uᴴ * (H * U) * Uᴴ := by
        rw [Matrix.mul_assoc, Matrix.mul_assoc, hU, Matrix.mul_one]
    _ = _ := by rw [h.eigen, ← Matrix.mul_assoc, h.unitary, Matrix.one_mul]
```

Multiplying \(HU=U\,\mathrm{diag}(E)\) by \(U^\dagger\) on both sides gives \(U^\dagger H=\mathrm{diag}(E)\,U^\dagger\).

```lean
/-- In an energy eigenbasis the Gibbs state is diagonal, with the Gibbs weights as entries. -/
theorem gibbs_eigenbasis {H U : Matrix n n ℂ} {E : n → ℝ} (h : IsEigenbasis H E U) (β : ℝ) :
    gibbs β H = U * diagonal (fun k => (weight β E k : ℂ)) * Uᴴ := by
  have hU : U * Uᴴ = 1 := mul_eq_one_comm.mp h.unitary
  have hinv : U⁻¹ = Uᴴ := Matrix.inv_eq_right_inv hU
  have hunit : IsUnit U := ⟨⟨U, Uᴴ, hU, h.unitary⟩, rfl⟩
  have hH : -(β : ℂ) • H = U * diagonal (fun k => -(β : ℂ) * (E k : ℂ)) * U⁻¹ := by
    have hd : diagonal (fun k => -(β : ℂ) * (E k : ℂ)) =
        -(β : ℂ) • diagonal (fun k => (E k : ℂ)) := by
      ext i j
      by_cases hij : i = j <;> simp [hij]
    rw [hd, hinv, Matrix.mul_smul, Matrix.smul_mul, ← h.eigen, Matrix.mul_assoc, hU,
      Matrix.mul_one]
  have hd : NormedSpace.exp (diagonal (fun k => -(β : ℂ) * (E k : ℂ))) =
      diagonal (fun k => ((Real.exp (-β * E k) : ℝ) : ℂ)) := by
    rw [Matrix.exp_diagonal]
    congr 1
    funext k
    rw [Pi.coe_exp, ← Complex.exp_eq_exp_ℂ]
    push_cast
    rfl
  -- the partition function is the sum of the Boltzmann factors
  have htr : trace (U * diagonal (fun k => ((Real.exp (-β * E k) : ℝ) : ℂ)) * Uᴴ) =
      ∑ k, ((Real.exp (-β * E k) : ℝ) : ℂ) := by
    rw [Matrix.trace_mul_comm, ← Matrix.mul_assoc, h.unitary, Matrix.one_mul,
      Matrix.trace_diagonal]
  have hp : diagonal (fun k => (weight β E k : ℂ)) =
      (∑ k, ((Real.exp (-β * E k) : ℝ) : ℂ))⁻¹ •
        diagonal (fun k => ((Real.exp (-β * E k) : ℝ) : ℂ)) := by
    ext i j
    by_cases hij : i = j
    · subst hij
      simp [weight, div_eq_inv_mul]
    · simp [hij]
  rw [gibbs, hH, Matrix.exp_conj _ _ hunit, hd, hinv, htr, hp, Matrix.mul_smul,
    Matrix.smul_mul]
```

By hand, \(H=U\,\mathrm{diag}(E)\,U^\dagger\) gives \(e^{-\beta H}=U\,\mathrm{diag}(e^{-\beta E})\,U^\dagger\). By cyclicity its trace is \(\sum_k e^{-\beta E_k}\), and division gives \(\rho=U\,\mathrm{diag}(p)\,U^\dagger\). In Lean, `Matrix.exp_conj` takes \(U\) out of the exponential and `htr` computes the trace.

```lean
/-- For nonreal `z`, and `U` an orthonormal eigenbasis of `H` with real energies `E`, the spectral
sum is the thermal response of `A` to `B`. -/
theorem isResponse_chi {H U : Matrix n n ℂ} {E : n → ℝ} (h : IsEigenbasis H E U) {z : ℂ}
    (hz : z.im ≠ 0) (β : ℝ) (A B : Matrix n n ℂ) :
    IsResponse β H A B z (chi β E U A B z) := by
  have hU : U * Uᴴ = 1 := mul_eq_one_comm.mp h.unitary
  have hne : ∀ i j, (E i : ℂ) - E j - z ≠ 0 := fun i j h0 =>
    hz (by simpa using congrArg Complex.im h0)
  have out : ∀ P : Matrix n n ℂ, U * (Uᴴ * P * U) * Uᴴ = P := fun P => by
    calc _ = (U * Uᴴ) * P * (U * Uᴴ) := by simp only [Matrix.mul_assoc]
      _ = P := by rw [hU, Matrix.one_mul, Matrix.mul_one]
  have into : ∀ P : Matrix n n ℂ, Uᴴ * (U * P * Uᴴ) * U = P := fun P => by
    calc _ = (Uᴴ * U) * P * (Uᴴ * U) := by simp only [Matrix.mul_assoc]
      _ = P := by rw [h.unitary, Matrix.one_mul, Matrix.mul_one]
  -- the driven equation, entry by entry in the eigenbasis
  have ent : ∀ (X : Matrix n n ℂ) (i j : n), (Uᴴ * (H * X - X * H - z • X) * U) i j =
      ((E i : ℂ) - E j - z) * (Uᴴ * X * U) i j := by
    intro X i j
    have e : Uᴴ * (H * X - X * H - z • X) * U =
        (Uᴴ * H) * (X * U) - (Uᴴ * X) * (H * U) - z • (Uᴴ * X * U) := by
      simp only [Matrix.mul_sub, Matrix.sub_mul, Matrix.mul_smul, Matrix.smul_mul,
        Matrix.mul_assoc]
    rw [e, h.left, h.eigen, Matrix.mul_assoc (diagonal _), ← Matrix.mul_assoc Uᴴ X U,
      ← Matrix.mul_assoc (Uᴴ * X) U]
    simp only [Matrix.sub_apply, Matrix.smul_apply, Matrix.diagonal_mul,
      Matrix.mul_diagonal, smul_eq_mul]
    ring
  obtain ⟨G, hG⟩ : ∃ G : Matrix n n ℂ, ∀ i j,
      G i j = (Uᴴ * B * U) i j / ((E i : ℂ) - E j - z) :=
    ⟨Matrix.of fun i j => (Uᴴ * B * U) i j / ((E i : ℂ) - E j - z), fun _ _ => rfl⟩
  refine ⟨U * G * Uᴴ, fun X => ⟨fun hX => ?_, fun hX => ?_⟩, ?_⟩
  · have hW : Uᴴ * X * U = G := by
      ext i j
      rw [hG, eq_div_iff (hne i j), ← hX, ent, mul_comm]
    rw [← hW, out]
  · have hW : Uᴴ * (H * X - X * H - z • X) * U = Uᴴ * B * U := by
      ext i j
      rw [ent, hX, into, hG, mul_div_cancel₀ _ (hne i j)]
    rw [← out (H * X - X * H - z • X), hW, out]
  · -- the trace is evaluated in the eigenbasis
    have e : Uᴴ * (A * (U * G * Uᴴ) - U * G * Uᴴ * A) * U =
        (Uᴴ * A * U) * G - G * (Uᴴ * A * U) := by
      calc _ = (Uᴴ * A * U) * G * (Uᴴ * U) - (Uᴴ * U) * G * (Uᴴ * A * U) := by
            simp only [Matrix.mul_sub, Matrix.sub_mul, Matrix.mul_assoc]
        _ = _ := by rw [h.unitary, Matrix.mul_one, Matrix.one_mul]
    rw [gibbs_eigenbasis h, Matrix.mul_assoc, Matrix.mul_assoc, Matrix.trace_mul_comm,
      Matrix.mul_assoc, e, chi]
    generalize Uᴴ * A * U = a
    generalize Uᴴ * B * U = b at hG ⊢
    simp only [Matrix.trace, Matrix.diag_apply, Matrix.diagonal_mul, Matrix.sub_apply,
      mul_sub, Finset.sum_sub_distrib]
    simp only [Matrix.mul_apply, Finset.mul_sum]
    have sw : ∑ i, ∑ j, (weight β E i : ℂ) * (G i j * a j i) =
        ∑ i, ∑ j, (weight β E j : ℂ) * (G j i * a i j) := Finset.sum_comm
    rw [sw, ← Finset.sum_sub_distrib]
    refine Finset.sum_congr rfl fun i _ => ?_
    rw [← Finset.sum_sub_distrib]
    refine Finset.sum_congr rfl fun j _ => ?_
    rw [hG]
    ring
```

Put \(x=U^\dagger XU\). The driven equation becomes
\[
(E_i-E_j-z)\,x_{ij}=b_{ij}.
\]
The bracket has imaginary part \(-\operatorname{Im}z\neq0\), so \(x\) exists and is unique. Then
\[
\operatorname{Tr}\rho[A,X]=\sum_{i,j}p_i(a_{ij}x_{ji}-x_{ij}a_{ji})=\sum_{i,j}(p_i-p_j)\,a_{ij}x_{ji},
\]
after exchanging \(i\) and \(j\) in the second term. Inserting \(x_{ji}\) gives \(\chi_{AB}(z)\). In Lean, `ent` is the entrywise equation, `G` is its solution and `sw` is the exchange of indices.

```lean
/-- Onsager–Casimir relation: for Hermitian `H` with orthonormal eigenbasis `U` and energies `E`,
nonreal `z`, `Aᵀ = s A` and `Bᵀ = t B`, the response of `B` to `A` under `Hᵀ` is `s t` times the
response of `A` to `B` under `H`. -/
theorem onsager_casimir {H U A B : Matrix n n ℂ} {E : n → ℝ} (h : IsEigenbasis H E U)
    {z s t : ℂ} (hz : z.im ≠ 0) (β : ℝ) (hA : Aᵀ = s • A) (hB : Bᵀ = t • B) :
    IsResponse β Hᵀ B A z (s * t * chi β E U A B z) := by
  have e : (Uᴴᵀ)ᴴ = Uᵀ := by
    ext i j
    simp
  -- the conjugate eigenvectors diagonalise Hᵀ
  have hT : IsEigenbasis Hᵀ E (Uᴴᵀ) := by
    constructor
    · rw [e, ← Matrix.transpose_mul, h.unitary, Matrix.transpose_one]
    · rw [← Matrix.transpose_mul, h.left, Matrix.transpose_mul, Matrix.diagonal_transpose]
  -- in that basis matrix elements are transposed, up to the parity
  have el : ∀ (M : Matrix n n ℂ) (c : ℂ), Mᵀ = c • M → ∀ i j,
      ((Uᴴᵀ)ᴴ * M * Uᴴᵀ) i j = c * (Uᴴ * M * U) j i := by
    intro M c hM i j
    have e' : Uᵀ * M * Uᴴᵀ = (Uᴴ * Mᵀ * U)ᵀ := by
      simp only [Matrix.transpose_mul, Matrix.transpose_transpose, Matrix.mul_assoc]
    rw [e, e', hM, Matrix.mul_smul, Matrix.smul_mul, Matrix.transpose_apply,
      Matrix.smul_apply, smul_eq_mul]
  have key : chi β E (Uᴴᵀ) B A z = s * t * chi β E U A B z := by
    simp only [chi, Finset.mul_sum, el B t hB, el A s hA]
    refine Finset.sum_congr rfl fun i _ => Finset.sum_congr rfl fun j _ => ?_
    ring
  rw [← key]
  exact isResponse_chi hT hz β B A
```

The numbers `s` and `t` are parities under transposition; `t` is not time. For nonzero \(A\) and \(B\), transposing twice forces them to be \(\pm1\). Neither operator need be Hermitian.

The conjugate vectors \(V=\bar U\) diagonalise \(H^T\) with the same energies (`hT`). Also
\[
(V^\dagger AV)_{ij}=(U^\dagger A^TU)_{ji}=s\,a_{ji},
\]
and likewise for \(B\) with \(t\) (`el`). The \(BA\) sum for \(H^T\) thus has numerators \(st\,(p_i-p_j)\,b_{ji}a_{ij}\) over unchanged denominators, which is \(st\,\chi_{AB}(z)\) (`key`). For spinless particles in a real basis, \(H^T\) is the Hamiltonian with the magnetic field reversed.

```lean
/-- Onsager symmetry: for a real symmetric `H`, nonreal `z`, `Aᵀ = s A` and `Bᵀ = t B`, the
thermal response of `B` to `A` is `χ_BA(z)`, and `χ_BA(z) = s t χ_AB(z)`. -/
theorem onsager_symmetry {H U A B : Matrix n n ℂ} {E : n → ℝ} (h : IsEigenbasis H E U)
    (hH : Hᵀ = H) {z s t : ℂ} (hz : z.im ≠ 0) (β : ℝ) (hA : Aᵀ = s • A) (hB : Bᵀ = t • B) :
    IsResponse β H B A z (chi β E U B A z) ∧
      chi β E U B A z = s * t * chi β E U A B z := by
  have h1 := isResponse_chi h hz β B A
  have h2 := onsager_casimir h hz β hA hB
  rw [hH] at h2
  refine ⟨h1, ?_⟩
  -- both numbers come from the unique solution of one driven equation
  obtain ⟨X, hX, hc⟩ := h1
  obtain ⟨Y, hY, hd⟩ := h2
  have hXY : X = Y := (hY X).1 ((hX X).2 rfl)
  rw [← hc, ← hd, hXY]
```

If \(H^T=H\), both \(\chi_{BA}(z)\) and \(st\,\chi_{AB}(z)\) are responses of \(B\) to \(A\) under the same \(H\). The first uses \(U\), the second \(\bar U\), and with degenerate levels these bases can differ by more than phases. The driven equation has only one solution, however, so `hXY` identifies the two and
\[
\chi_{BA}(z)=st\,\chi_{AB}(z).
\]

Suppose that a molecule's many-electron Hamiltonian, without spin–orbit coupling or a static magnetic field, is diagonalised in full in a finite set of real orbitals. Then the three electric dipole components are even and the three orbital magnetic dipole components odd. At \(z=\omega+i\eta\), with \(\eta>0\), 21 entries then fix the \(6\times6\) response matrix: each of the two mixed blocks, which enter optical rotation, is minus the transpose of the other.

```lean
/-- The Hamiltonian `σz` with `A = σx` (even) and `B = σy` (odd under transposition) meets the
hypotheses of the Onsager symmetry. -/
theorem onsager_symmetry_witness :
    IsEigenbasis !![(1 : ℂ), 0; 0, -1] ![1, -1] 1 ∧
      (!![(1 : ℂ), 0; 0, -1])ᵀ = !![(1 : ℂ), 0; 0, -1] ∧
      (!![(0 : ℂ), 1; 1, 0])ᵀ = (1 : ℂ) • !![(0 : ℂ), 1; 1, 0] ∧
      (!![0, -Complex.I; Complex.I, 0])ᵀ = (-1 : ℂ) • !![0, -Complex.I; Complex.I, 0] := by
  refine ⟨⟨by simp, ?_⟩, ?_, ?_, ?_⟩ <;>
    ext i j <;> fin_cases i <;> fin_cases j <;> simp

end

end ThermalOnsager
```

This checks the hypotheses for a two-level system with \(H=\sigma_z\), \(A=\sigma_x\), \(B=\sigma_y\), so \(st=-1\). Transposition is not the physical time reversal of a spin-½, which flips all three Pauli matrices.

The values follow by hand. Since \(p_1-p_2=-\tanh\beta\),
\[
\chi_{AB}(z)=i\tanh\beta\left(\frac1{2+z}-\frac1{2-z}\right)=-\frac{2iz\tanh\beta}{4-z^2}.
\]
At \(\beta=1\), \(z=2i\), this is \(\tfrac12\tanh1\approx0.381\). Exchanging \(\sigma_x\) and \(\sigma_y\) in the sum gives \(\chi_{BA}\approx-0.381\).

```lean
#print axioms ThermalOnsager.onsager_symmetry
```

```
'ThermalOnsager.onsager_symmetry' depends on axioms: [propext, Classical.choice, Quot.sound]
```
